# The symmetric-cube character counts the cubic invariants of a finite symmetry group

## Order parameters, index triples and slot permutations

An order parameter has components $\eta_x$, with $x$ running over a finite index set $n$. A symmetry operation acts on it through a square complex matrix $M$ with entries $M_{xy}$. Terms of third order in $\eta$ have coefficients $t_a$ labelled by triples $a=(a_0,a_1,a_2)$ of indices, and the positions 0, 1, 2 are called slots.

In Lean the index set is any finite type `n`, a triple is a function `Fin 3 → n`, and a third-rank tensor is a function from triples to ℂ. The size of `n` is arbitrary.

```lean
import Mathlib

open Matrix

namespace LandauCubic

variable (n : Type*) [Fintype n] [DecidableEq n]
```

A permutation $\sigma$ of the slots acts on tensors by $(P_\sigma t)_a=t_{a\circ\sigma}$, where $a\circ\sigma=(a_{\sigma(0)},a_{\sigma(1)},a_{\sigma(2)})$. Its matrix therefore has the entry 1 where $b=a\circ\sigma$ and 0 elsewhere:

$$(P_\sigma)_{ab}=\delta_{a\circ\sigma,\,b}.$$

```lean
/-- The matrix on triples of indices that permutes the three tensor slots by `σ`. -/
def slotPerm (σ : Equiv.Perm (Fin 3)) : Matrix (Fin 3 → n) (Fin 3 → n) ℂ :=
  Matrix.of fun a b => if a ∘ σ = b then 1 else 0
```

The symmetrizer is the mean over the six permutations, $S=\frac16\sum_\sigma P_\sigma$.

```lean
/-- The symmetrizer `S`: the mean of the six slot permutations. -/
noncomputable def symmetrizer : Matrix (Fin 3 → n) (Fin 3 → n) ℂ :=
  (1 / 6 : ℂ) • ∑ σ : Equiv.Perm (Fin 3), slotPerm n σ
```

If each slot transforms by the same $M$, the tensor transforms by $M^{\otimes3}=M\otimes M\otimes M$, with entries

$$(M^{\otimes3})_{ab}=M_{a_0b_0}M_{a_1b_1}M_{a_2b_2}.$$

```lean
variable {n}

/-- The threefold tensor power `M ⊗ M ⊗ M` as a matrix on triples of indices. -/
def tensorCube (M : Matrix n n ℂ) : Matrix (Fin 3 → n) (Fin 3 → n) ℂ :=
  Matrix.of fun a b => ∏ i, M (a i) (b i)
```

## How the symmetrizer and the tensor cube multiply

Summing over the intermediate triple, which the Kronecker delta fixes, gives for any matrix $A$ on triples

$$(P_\sigma A)_{ac}=\sum_b\delta_{a\circ\sigma,\,b}A_{bc}=A_{a\circ\sigma,\,c}.$$

```lean
/-- Multiplying by a slot permutation from the left permutes the row triple. -/
theorem slotPerm_mul_apply (σ : Equiv.Perm (Fin 3))
    (A : Matrix (Fin 3 → n) (Fin 3 → n) ℂ) (a c : Fin 3 → n) :
    (slotPerm n σ * A) a c = A (a ∘ σ) c := by
  simp [slotPerm, Matrix.mul_apply]
```

Applied to $A=P_\tau$, this gives $P_\sigma P_\tau=P_{\sigma\tau}$. As $\sigma$ runs over all six permutations, so does $\tau\sigma$, and hence

$$P_\tau S=\frac16\sum_\sigma P_{\tau\sigma}=S.$$

The relabelling of the sum is `Equiv.mulLeft τ` in the proof.

```lean
/-- Every slot permutation leaves the symmetrizer unchanged. -/
theorem slotPerm_mul_symmetrizer (τ : Equiv.Perm (Fin 3)) :
    slotPerm n τ * symmetrizer n = symmetrizer n := by
  rw [symmetrizer, Matrix.mul_smul, Finset.mul_sum]
  congr 1
  refine Fintype.sum_equiv (Equiv.mulLeft τ) _ _ fun σ => ?_
  ext a c
  rw [slotPerm_mul_apply]
  rfl
```

Permuting the slots commutes with transforming all of them alike. The two products have the entries

$$(P_\sigma M^{\otimes3})_{ac}=\prod_i M_{a_{\sigma(i)}c_i},\qquad
(M^{\otimes3}P_\sigma)_{ac}=\prod_i M_{a_i\,c_{\sigma^{-1}(i)}},$$

and the substitution $i\to\sigma(i)$ turns the second into the first. In Lean, `h` solves $b\circ\sigma=c$ for $b$, and `Fintype.prod_equiv` carries out the substitution.

```lean
/-- Transforming all three slots by the same matrix commutes with permuting the slots. -/
theorem slotPerm_comm (σ : Equiv.Perm (Fin 3)) (M : Matrix n n ℂ) :
    slotPerm n σ * tensorCube M = tensorCube M * slotPerm n σ := by
  ext a c
  have h : ∀ b : Fin 3 → n, b ∘ σ = c ↔ b = c ∘ σ.symm := fun b =>
    (Equiv.eq_comp_symm σ b c).symm
  have hr : (tensorCube M * slotPerm n σ) a c = tensorCube M a (c ∘ σ.symm) := by
    simp [slotPerm, Matrix.mul_apply, h]
  rw [slotPerm_mul_apply, hr]
  change ∏ i, M (a (σ i)) (c i) = ∏ i, M (a i) (c (σ.symm i))
  exact Fintype.prod_equiv σ _ _ fun i => by simp
```

The tensor cube respects products. Expanding a product of three sums gives one sum over triples:

$$\prod_i\sum_k M_{a_ik}N_{kc_i}=\sum_b\prod_i M_{a_ib_i}N_{b_ic_i}.$$

The left side is an entry of $(MN)^{\otimes3}$ and the right side is the same entry of $M^{\otimes3}N^{\otimes3}$. The expansion is `Finset.prod_univ_sum`.

```lean
omit [DecidableEq n] in
/-- The tensor cube of a product is the product of the tensor cubes. -/
theorem tensorCube_mul (M N : Matrix n n ℂ) :
    tensorCube (M * N) = tensorCube M * tensorCube N := by
  ext a c
  simp only [tensorCube, Matrix.of_apply, Matrix.mul_apply]
  rw [Finset.prod_univ_sum]
  simp only [Fintype.piFinset_univ, Finset.prod_mul_distrib]
```

## The trace of each slot permutation

Setting $c=a$ in the first of the two entries above and writing $a=(x,y,z)$, we get

$$\operatorname{tr}(P_\sigma M^{\otimes3})=\sum_{x,y,z}M_{a_{\sigma(0)}x}\,M_{a_{\sigma(1)}y}\,M_{a_{\sigma(2)}z}.$$

The bijection `e` in the proof replaces the sum over triples by three separate sums.

```lean
/-- The trace of a slot permutation times `M ⊗ M ⊗ M`, written as a sum over three indices. -/
theorem trace_slotPerm_mul (σ : Equiv.Perm (Fin 3)) (M : Matrix n n ℂ) :
    (slotPerm n σ * tensorCube M).trace = ∑ x, ∑ y, ∑ z,
      M (![x, y, z] (σ 0)) x * M (![x, y, z] (σ 1)) y * M (![x, y, z] (σ 2)) z := by
  let e : n × n × n ≃ (Fin 3 → n) :=
    { toFun := fun p => ![p.1, p.2.1, p.2.2]
      invFun := fun a => (a 0, a 1, a 2)
      left_inv := fun _ => rfl
      right_inv := fun a => by funext i; fin_cases i <;> rfl }
  simp only [Matrix.trace, Matrix.diag_apply, slotPerm_mul_apply, tensorCube,
    Matrix.of_apply, Fin.prod_univ_three]
  rw [← Equiv.sum_comp e, Fintype.sum_prod_type]
  exact Finset.sum_congr rfl fun x _ => Fintype.sum_prod_type _
```

The six summands can now be read off. The identity gives $M_{xx}M_{yy}M_{zz}$, which sums to $(\operatorname{tr}M)^3$. The three swaps give

$$M_{yx}M_{xy}M_{zz},\qquad M_{zx}M_{yy}M_{xz},\qquad M_{xx}M_{zy}M_{yz}.$$

Each has one closed loop of length one and one of length two, so each sums to $\operatorname{tr}M\,\operatorname{tr}M^2$. The two cyclic permutations give

$$M_{yx}M_{zy}M_{xz},\qquad M_{zx}M_{xy}M_{yz},$$

which are single loops of length three and sum to $\operatorname{tr}M^3$. The mean of the six is

$$\operatorname{tr}(S\,M^{\otimes3})=\frac{(\operatorname{tr}M)^3+3\operatorname{tr}M\,\operatorname{tr}M^2+2\operatorname{tr}M^3}{6}.$$

This holds for every square complex matrix, whether or not it is unitary, diagonalisable or invertible.

The Lean proof follows the same list. `hu` and `hs` enumerate the permutations, `h1` to `h3` write the products of traces as index sums, and `t0` to `t5` evaluate the six contributions. Where the loop indices carry different names, `Finset.sum_comm` exchanges summations, and `ring` reorders the factors.

```lean
/-- The symmetric-cube character:
`tr (S (M ⊗ M ⊗ M)) = ((tr M)³ + 3 tr M tr M² + 2 tr M³) / 6`. -/
theorem trace_symmetrizer_mul_tensorCube (M : Matrix n n ℂ) :
    (symmetrizer n * tensorCube M).trace =
      (M.trace ^ 3 + 3 * M.trace * (M ^ 2).trace + 2 * (M ^ 3).trace) / 6 := by
  -- the six permutations: identity, three swaps, two cycles
  have hu : (Finset.univ : Finset (Equiv.Perm (Fin 3))) =
      {1, Equiv.swap 0 1, Equiv.swap 0 2, Equiv.swap 1 2,
        Equiv.swap 0 1 * Equiv.swap 1 2, Equiv.swap 1 2 * Equiv.swap 0 1} := by decide
  have hs : ∀ f : Equiv.Perm (Fin 3) → ℂ, ∑ σ, f σ =
      f 1 + (f (Equiv.swap 0 1) + (f (Equiv.swap 0 2) + (f (Equiv.swap 1 2) +
        (f (Equiv.swap 0 1 * Equiv.swap 1 2) + f (Equiv.swap 1 2 * Equiv.swap 0 1))))) := by
    intro f
    rw [hu, Finset.sum_insert, Finset.sum_insert, Finset.sum_insert, Finset.sum_insert,
      Finset.sum_insert, Finset.sum_singleton]
    all_goals decide
  have c3 : ∀ {f g : n → n → n → ℂ}, (∀ x y z, f x y z = g x y z) →
      ∑ x, ∑ y, ∑ z, f x y z = ∑ x, ∑ y, ∑ z, g x y z := by
    intro f g h
    simp only [h]
  -- the three products of traces as index sums
  have h1 : M.trace ^ 3 = ∑ x, ∑ y, ∑ z, M x x * (M y y * M z z) := by
    simp only [Matrix.trace, Matrix.diag_apply, pow_three]
    rw [Finset.sum_mul_sum, Finset.sum_mul_sum]
    simp only [Finset.mul_sum]
  have h2 : M.trace * (M ^ 2).trace = ∑ x, ∑ y, ∑ z, M x x * (M y z * M z y) := by
    simp only [Matrix.trace, Matrix.diag_apply, pow_two, Matrix.mul_apply]
    rw [Finset.sum_mul_sum]
    simp only [Finset.mul_sum]
  have h3 : (M ^ 3).trace = ∑ x, ∑ y, ∑ z, M x y * (M y z * M z x) := by
    simp only [Matrix.trace, Matrix.diag_apply, pow_three, Matrix.mul_apply, Finset.mul_sum]
  -- each permutation contributes according to its cycle type
  have t0 : (slotPerm n 1 * tensorCube M).trace = M.trace ^ 3 := by
    rw [trace_slotPerm_mul, h1]
    change ∑ x, ∑ y, ∑ z, M x x * M y y * M z z = _
    exact c3 fun x y z => by ring
  have t1 : (slotPerm n (Equiv.swap 0 1) * tensorCube M).trace
      = M.trace * (M ^ 2).trace := by
    rw [trace_slotPerm_mul, h2]
    change ∑ x, ∑ y, ∑ z, M y x * M x y * M z z = _
    rw [Finset.sum_congr rfl fun x _ => Finset.sum_comm, Finset.sum_comm]
    exact c3 fun x y z => by ring
  have t2 : (slotPerm n (Equiv.swap 0 2) * tensorCube M).trace
      = M.trace * (M ^ 2).trace := by
    rw [trace_slotPerm_mul, h2]
    change ∑ x, ∑ y, ∑ z, M z x * M y y * M x z = _
    rw [Finset.sum_comm]
    exact c3 fun x y z => by ring
  have t3 : (slotPerm n (Equiv.swap 1 2) * tensorCube M).trace
      = M.trace * (M ^ 2).trace := by
    rw [trace_slotPerm_mul, h2]
    change ∑ x, ∑ y, ∑ z, M x x * M z y * M y z = _
    exact c3 fun x y z => by ring
  have t4 : (slotPerm n (Equiv.swap 0 1 * Equiv.swap 1 2) * tensorCube M).trace
      = (M ^ 3).trace := by
    rw [trace_slotPerm_mul, h3]
    change ∑ x, ∑ y, ∑ z, M y x * M z y * M x z = _
    rw [Finset.sum_congr rfl fun x _ => Finset.sum_comm]
    exact c3 fun x y z => by ring
  have t5 : (slotPerm n (Equiv.swap 1 2 * Equiv.swap 0 1) * tensorCube M).trace
      = (M ^ 3).trace := by
    rw [trace_slotPerm_mul, h3]
    change ∑ x, ∑ y, ∑ z, M z x * M x y * M y z = _
    exact c3 fun x y z => by ring
  rw [symmetrizer, Matrix.smul_mul, Finset.sum_mul, Matrix.trace_smul, Matrix.trace_sum,
    hs, t0, t1, t2, t3, t4, t5, smul_eq_mul]
  ring
```

## Tensors that the symmetry group leaves unchanged

Let $G$ be a group and $\rho$ a representation of it by matrices on `n`. The type `G →* Matrix n n ℂ` says that $\rho(gh)=\rho(g)\rho(h)$ and $\rho(1)=1$. Neither unitarity nor irreducibility is assumed. A cubic invariant is a tensor $t$ with

$$P_\sigma t=t\ \text{ for all }\sigma,\qquad \rho(g)^{\otimes3}t=t\ \text{ for all }g\in G.$$

These conditions are linear, so the solutions form a subspace. The three proof fields of the definition check closure under addition, the zero tensor and closure under scaling.

For a real orthogonal $\rho$, such tensors are the coefficients of the polynomials $\sum_a t_a\eta_{a_0}\eta_{a_1}\eta_{a_2}$ that are invariant under $\eta\to\rho(g)\eta$. Transposing $\rho(g)$ only replaces $g$ by $g^{-1}$, and since the equations are real, the real and complex dimensions agree. This translation into polynomials is an argument in prose, while the Lean definition speaks of tensors alone.

```lean
variable {G : Type*} [Group G]

/-- The symmetric third-rank tensors left unchanged by every element of the symmetry group. -/
def cubicInvariants (ρ : G →* Matrix n n ℂ) : Submodule ℂ ((Fin 3 → n) → ℂ) where
  carrier := {t | (∀ σ, slotPerm n σ *ᵥ t = t) ∧ ∀ g, tensorCube (ρ g) *ᵥ t = t}
  add_mem' := by
    rintro s t ⟨h1, h2⟩ ⟨h3, h4⟩
    exact ⟨fun σ => by rw [Matrix.mulVec_add, h1, h3],
      fun g => by rw [Matrix.mulVec_add, h2, h4]⟩
  zero_mem' := ⟨fun _ => Matrix.mulVec_zero _, fun _ => Matrix.mulVec_zero _⟩
  smul_mem' := by
    rintro c t ⟨h1, h2⟩
    exact ⟨fun σ => by rw [Matrix.mulVec_smul, h1], fun g => by rw [Matrix.mulVec_smul, h2]⟩
```

## The group average as a dimension

Now let $G$ be finite with $|G|$ elements, and define

$$R=\frac1{|G|}\sum_{g\in G}S\,\rho(g)^{\otimes3}.$$

Every tensor of the form $Rt$ is a cubic invariant. First, $P_\sigma R=R$ because $P_\sigma S=S$. Secondly, $S$ commutes with each tensor cube, so for $h\in G$

$$\rho(h)^{\otimes3}R=\frac1{|G|}\sum_g S\,\rho(h)^{\otimes3}\rho(g)^{\otimes3}=\frac1{|G|}\sum_g S\,\rho(hg)^{\otimes3}=R.$$

Conversely, if $t$ is already a cubic invariant, then $\rho(g)^{\otimes3}t=t$ and $St=t$, so $Rt=t$. Thus $R$ is a projection onto the invariants. In a basis adapted to its range and kernel it is diagonal with entries 1 and 0, and its trace is the dimension of the range. With the trace formula,

$$\dim=\frac1{|G|}\sum_{g\in G}\frac{(\operatorname{tr}\rho(g))^3+3\operatorname{tr}\rho(g)\operatorname{tr}\rho(g^2)+2\operatorname{tr}\rho(g^3)}{6}.$$

In the theorem, `Module.finrank` is this dimension, a natural number read as a complex number so that it can be compared with the right side. The facts `hP` and `hG` are the two invariances of $R$, `hfix` is $Rt=t$, and `hproj` combines them. Then `hproj.trace` equates trace and dimension.

```lean
/-- The number of independent cubic invariants of a finite symmetry group is the group
average of the symmetric-cube character. -/
theorem finrank_cubicInvariants [Fintype G] (ρ : G →* Matrix n n ℂ) :
    (Module.finrank ℂ (cubicInvariants ρ) : ℂ) =
      (∑ g, ((ρ g).trace ^ 3 + 3 * (ρ g).trace * (ρ (g ^ 2)).trace
        + 2 * (ρ (g ^ 3)).trace) / 6) / Fintype.card G := by
  have hc : (Fintype.card G : ℂ) ≠ 0 := Nat.cast_ne_zero.mpr Fintype.card_ne_zero
  -- the group-averaged symmetrizer
  obtain ⟨R, hR⟩ : ∃ R, R = (Fintype.card G : ℂ)⁻¹ •
      ∑ g, symmetrizer n * tensorCube (ρ g) := ⟨_, rfl⟩
  have hS : ∀ M : Matrix n n ℂ,
      symmetrizer n * tensorCube M = tensorCube M * symmetrizer n := fun M => by
    simp only [symmetrizer, Matrix.smul_mul, Matrix.mul_smul, Finset.sum_mul,
      Finset.mul_sum, slotPerm_comm]
  have hP : ∀ σ, slotPerm n σ * R = R := fun σ => by
    simp only [hR, Matrix.mul_smul, Finset.mul_sum, ← mul_assoc, slotPerm_mul_symmetrizer]
  have hG : ∀ h, tensorCube (ρ h) * R = R := fun h => by
    rw [hR, Matrix.mul_smul, Finset.mul_sum]
    congr 1
    refine Fintype.sum_equiv (Equiv.mulLeft h) _ _ fun g => ?_
    change _ = symmetrizer n * tensorCube (ρ (h * g))
    rw [← mul_assoc, ← hS, mul_assoc, ← tensorCube_mul, ← map_mul]
  have hfix : ∀ t ∈ cubicInvariants ρ, Matrix.toLin' R t = t := by
    rintro t ⟨h1, h2⟩
    have hSt : symmetrizer n *ᵥ t = t := by
      rw [← Matrix.toLin'_apply]
      simp only [symmetrizer, map_smul, map_sum, LinearMap.smul_apply, LinearMap.sum_apply,
        Matrix.toLin'_apply, h1, Finset.sum_const, Finset.card_univ, Fintype.card_perm,
        Fintype.card_fin]
      rw [← Nat.cast_smul_eq_nsmul ℂ, smul_smul]
      norm_num [Nat.factorial]
    simp only [hR, map_smul, map_sum, LinearMap.smul_apply, LinearMap.sum_apply,
      Matrix.toLin'_apply, ← Matrix.mulVec_mulVec, h2, hSt, Finset.sum_const,
      Finset.card_univ]
    rw [← Nat.cast_smul_eq_nsmul ℂ, smul_smul, inv_mul_cancel₀ hc, one_smul]
  -- it projects onto the invariants, so its trace is their dimension
  have hproj : LinearMap.IsProj (cubicInvariants ρ) (Matrix.toLin' R) :=
    ⟨fun t => ⟨fun σ => by rw [Matrix.toLin'_apply, Matrix.mulVec_mulVec, hP],
      fun g => by rw [Matrix.toLin'_apply, Matrix.mulVec_mulVec, hG]⟩, hfix⟩
  rw [← hproj.trace, LinearMap.trace_eq_matrix_trace ℂ (Pi.basisFun ℂ (Fin 3 → n)),
    LinearMap.toMatrix_eq_toMatrix', LinearMap.toMatrix'_toLin', hR]
  simp only [Matrix.trace_smul, Matrix.trace_sum, trace_symmetrizer_mul_tensorCube,
    map_pow, smul_eq_mul]
  rw [div_eq_mul_inv, mul_comm]
```

Landau's symmetry criterion for a continuous transition takes for $G$ the symmetry group of the more symmetric phase. It asks that this number vanish for a real irreducible order parameter, so that symmetry allows no cubic term. If the number is not zero, Landau theory still permits a continuous transition where the cubic coefficients happen to vanish. The theorem supplies the count for a finite group; the free energy and the order of the transition do not enter it. For a crystal, the translations must therefore act through a finite group, as they do for an order parameter with a commensurate wave vector. In simulations, the same count gives the number of cubic coefficients that symmetry leaves independent when computed energies are fitted to a polynomial in distortion coordinates. The coordinates must transform by real orthogonal matrices under the finite symmetry group of the undistorted structure, and rigid translations and rotations must be left out, since they cost no energy and so impose further conditions on the coefficients.

## Sign reversal removes every cubic term

Suppose that some $g\in G$ reverses the order parameter, $\rho(g)=-1$. Then $\rho(g)^{\otimes3}=(-1)^3\,1=-1$, and an invariant tensor satisfies $t=-t$, so $t=0$. This needs only the one element $g$, and $G$ may be infinite.

The proof first establishes `hneg`, the statement $(-1)^{\otimes3}=-1$, entry by entry. For $a=b$ the product is $(-1)^3$, and for $a\neq b$ some slot contributes a vanishing off-diagonal factor. The last lines solve $-t_a=t_a$ for each triple. The conclusion `cubicInvariants ρ = ⊥` says that the subspace contains only the zero tensor.

```lean
/-- If some symmetry element reverses the sign of the order parameter, the only cubic
invariant is zero. -/
theorem cubicInvariants_eq_bot (ρ : G →* Matrix n n ℂ) (g : G) (hg : ρ g = -1) :
    cubicInvariants ρ = ⊥ := by
  have hneg : tensorCube (-1 : Matrix n n ℂ) = -1 := by
    ext a b
    by_cases h : a = b
    · subst h
      norm_num [tensorCube, Fin.prod_univ_three]
    · obtain ⟨i, hi⟩ := Function.ne_iff.mp h
      have h0 : ∏ j, (-1 : Matrix n n ℂ) (a j) (b j) = 0 :=
        Finset.prod_eq_zero (Finset.mem_univ i) (by simp [hi])
      rw [tensorCube, Matrix.of_apply, h0]
      simp [h]
  rw [Submodule.eq_bot_iff]
  rintro t ⟨-, h⟩
  have ht := h g
  rw [hg, hneg, Matrix.neg_mulVec, Matrix.one_mulVec] at ht
  funext a
  have h2 : -t a = t a := congrFun ht a
  change t a = 0
  linear_combination (-1 / 2 : ℂ) * h2

end LandauCubic
```

```lean
#print axioms LandauCubic.finrank_cubicInvariants
-- 'LandauCubic.finrank_cubicInvariants' depends on axioms: [propext, Classical.choice, Quot.sound]
#print axioms LandauCubic.cubicInvariants_eq_bot
-- 'LandauCubic.cubicInvariants_eq_bot' depends on axioms: [propext, Classical.choice, Quot.sound]
```
